# Critical interaction and convergence of the two-site dynamical mean-field loop

## Question

My two-site dynamical mean-field loop, at particle-hole symmetry and zero temperature, updates the hybridisation by $V \mapsto \sqrt{z(U,V)\,M}$, where $z$ is the quasiparticle weight and $M$ the second moment of the non-interacting density of states, and near the critical interaction I cannot tell from the output which phase I am in. A sequence that creeps downwards for thousands of steps may be heading for a small positive $V$, a strongly renormalised metal, or for $V = 0$, and a stopping tolerance on $|V_{n+1}-V_n|$ returns a positive number in both cases. Without a closed-form threshold I also do not know whether the outcome depends on the starting value.

The claim I want settled is the following. For $V > 0$ the self-energy without its constant Hartree term,
$$\Sigma(\omega) = \frac{U^2}{8}\left(\frac{1}{\omega-3V}+\frac{1}{\omega+3V}\right)$$
gives $z = 1/(1-\Sigma'(0)) = 1/(1+U^2/(36V^2))$. For $M > 0$ the condition $V^2 = zM$ has a positive solution exactly when $U^2 < 36M$, and then $z = 1 - U^2/(36M)$. Can this be stated and proved in Lean 4 with Mathlib, with $z$ defined through the actual derivative, and can the limit of the iteration be proved as well?

## Answer

All of it can be proved, and the limit of the iteration is fixed by $U^2$ and $M$ alone for every positive start. The main theorem is called `mott_transition`, but a Mott transition in the full sense includes the opening of a charge gap and the fate of the whole spectral function, whereas this theorem concerns only the zero-frequency weight $z$ and the hybridisation of a model with one bath site.

### Modelling choices

In dynamical mean-field theory a lattice of interacting electrons is replaced by an impurity coupled to a bath that is fixed self-consistently, and the two-site scheme is a simplified form in which the bath is a single level; at particle-hole symmetry, the case treated here, that level sits at the Fermi level and only its coupling $V$ is adjusted. Within that restriction the result gives a closed-form threshold and limit against which a mean-field loop can be tested.

All quantities are real numbers in one common energy unit, with $M$ carrying the square of that unit. There is no Hamiltonian in the file. The two-pole form of $\Sigma$ is the definition `selfEnergy U V w`, taken as the zero-temperature self-energy of the particle-hole symmetric two-site Anderson model, with the frequency `w` measured from the Fermi level and the constant Hartree term left out, since a constant does not change $\Sigma'(0)$. The frequency is real and carries no small imaginary part, which is enough because only a neighbourhood of $\omega = 0$, away from the poles at $\pm 3V$, is used.

The weight `qpWeight U V` is defined as `1 / (1 - deriv (selfEnergy U V) 0)`. Its closed form is therefore a theorem about a derivative and is not inserted by hand.

The condition $V^2 = zM$ is the proposition `SelfConsistent U M V`. The number $M$ stands for the second moment $\int \epsilon^2\rho_0(\epsilon)\,d\epsilon$ of the non-interacting density of states, normalised to one and with its mean energy at $\epsilon = 0$, but in the file it is a free real parameter: no density of states is defined, and the condition itself is postulated and not derived from a lattice Green function.

One update is `dmftStep U M V`, the non-negative root $\sqrt{z(U,V)M}$. The sequence `hybSeq U M V₀` starts at $V_0$ and applies this update $n$ times, without mixing or damping. The interaction $U$ is an arbitrary real number and enters only through $U^2$.

### Derivation by hand

The slope comes first. For $\omega \neq \pm 3V$ each pole term is differentiable, with
$$\frac{d}{d\omega}\frac{1}{\omega \mp 3V} = -\frac{1}{(\omega \mp 3V)^2},$$
so that
$$\Sigma'(\omega) = -\frac{U^2}{8}\left(\frac{1}{(\omega-3V)^2}+\frac{1}{(\omega+3V)^2}\right).$$
For $V \neq 0$ the point $\omega = 0$ is not a pole. Both denominators equal $9V^2$ there, and
$$\Sigma'(0) = -\frac{U^2}{8}\cdot\frac{2}{9V^2} = -\frac{U^2}{36V^2}.$$
Inserting this in the definition of $z$ and multiplying numerator and denominator by $36V^2$ gives
$$z = \frac{1}{1+U^2/(36V^2)} = \frac{36V^2}{36V^2+U^2}.$$

The self-consistency condition then reads $V^2 = 36V^2M/(36V^2+U^2)$. The denominator is positive for $V \neq 0$, so the condition is equivalent to $V^2(36V^2+U^2) = 36V^2M$, that is
$$V^2\,\bigl(36V^2+U^2-36M\bigr) = 0 .$$
The first factor is nonzero, so the second vanishes:
$$V^2 = M - \frac{U^2}{36}.$$
Conversely, multiplying this last equation by $36V^2$ returns the cleared form, so the two statements are equivalent for $V \neq 0$.

The threshold follows in both directions. If a positive solution exists, then $M - U^2/36 = V^2 > 0$, which is $U^2 < 36M$. If $U^2 < 36M$, then $V = \sqrt{M-U^2/36}$ is positive and its square is $M - U^2/36$, so it is a solution. For any positive solution, $M = V^2 + U^2/36 > 0$, so positivity of $M$ need not be assumed. Taking the positive root of $V^2 = M-U^2/36$ shows that $V$ equals $\sqrt{M-U^2/36}$, so the positive solution is unique. Equating the two expressions for $V^2$ gives $zM = M - U^2/36$, and division by $M$ gives
$$z = 1 - \frac{U^2}{36M}.$$
Writing $M = U_c^2/36$ with $U_c > 0$ turns $U^2 < 36M$ into $U^2 < U_c^2$, which is $|U| < U_c$, and the weight becomes $z = 1-(U/U_c)^2$.

The iteration is handled by a change of variable. Let $M > 0$ and $V > 0$. Then $zM > 0$, the updated value $V' = \sqrt{zM}$ is positive, and $V'^2 = zM$. Inverting,
$$\frac{1}{V'^2} = \frac{36V^2+U^2}{36V^2M} = \frac{1}{M} + \frac{U^2}{36M}\cdot\frac{1}{V^2}.$$
By induction every $V_n$ is positive when $V_0$ is, so $y_n = 1/V_n^2$ is defined for all $n$ and obeys the affine recursion
$$y_{n+1} = \frac{1}{M} + r\,y_n, \qquad r = \frac{U^2}{36M} \ge 0 .$$

Suppose $U^2 < 36M$. Then $M > 0$, $0 \le r < 1$, and $x = M - U^2/36$ is positive. The number $1/x$ is the fixed point of the recursion: multiplied by $xM$, the equation $1/x = 1/M + r/x$ reads $M = x + U^2/36$, which is the definition of $x$. Subtracting the fixed-point equation from the recursion gives $y_{n+1}-1/x = r\,(y_n-1/x)$, and therefore
$$y_n = \frac1x + r^n\left(\frac{1}{V_0^2}-\frac1x\right).$$
Since $r^n \to 0$, $y_n \to 1/x \neq 0$. Inversion is continuous at a nonzero point and the square root is continuous, and $V_n = \sqrt{1/y_n}$ because $V_n > 0$, so $V_n \to \sqrt{x}$.

Suppose instead $M > 0$ and $U^2 \ge 36M$. Then $r \ge 1$, and since $y_n \ge 0$ we have $r\,y_n \ge y_n$, so $y_{n+1} \ge 1/M + y_n$. With $y_0 \ge 0$, induction gives $y_n \ge n/M$. The lower bound grows without limit, so $y_n \to \infty$, $1/y_n \to 0$ and $V_n = \sqrt{1/y_n} \to 0$. The threshold case $U^2 = 36M$ is included.

### The Lean file

```lean
import Mathlib

open Filter Topology

namespace TwoSiteDMFT

noncomputable section

/-- Postulated two-pole self-energy `(U²/8) (1/(w-3V) + 1/(w+3V))`, with no constant term, for interaction `U` and
hybridisation `V`, as a function of the real frequency `w`. -/
def selfEnergy (U V w : ℝ) : ℝ :=
  U ^ 2 / 8 * (1 / (w - 3 * V) + 1 / (w + 3 * V))

/-- Quasiparticle weight `z = 1 / (1 - Σ'(0))`. -/
def qpWeight (U V : ℝ) : ℝ :=
  1 / (1 - deriv (selfEnergy U V) 0)

/-- Self-consistency condition `V² = z M`, for a real parameter `M`. -/
def SelfConsistent (U M V : ℝ) : Prop :=
  V ^ 2 = qpWeight U V * M

/-- One mean-field update of the hybridisation, `V ↦ √(z M)`. -/
def dmftStep (U M V : ℝ) : ℝ :=
  Real.sqrt (qpWeight U V * M)

/-- The hybridisation after `n` mean-field updates, starting from `V₀`. -/
def hybSeq (U M V₀ : ℝ) : ℕ → ℝ
  | 0 => V₀
  | n + 1 => dmftStep U M (hybSeq U M V₀ n)

/-- Away from the poles `w = ±3V` the self-energy has the frequency derivative
`-(U²/8) (1/(w-3V)² + 1/(w+3V)²)`. -/
theorem selfEnergy_hasDerivAt (U V w : ℝ) (h1 : w - 3 * V ≠ 0) (h2 : w + 3 * V ≠ 0) :
    HasDerivAt (selfEnergy U V)
      (-(U ^ 2 / 8) * (1 / (w - 3 * V) ^ 2 + 1 / (w + 3 * V) ^ 2)) w := by
  have a : HasDerivAt (fun x : ℝ => x - 3 * V) 1 w := (hasDerivAt_id' w).sub_const _
  have b : HasDerivAt (fun x : ℝ => x + 3 * V) 1 w := (hasDerivAt_id' w).add_const _
  -- quotient rule for each pole
  have a' : HasDerivAt (fun x : ℝ => 1 / (x - 3 * V)) (-(1 / (w - 3 * V) ^ 2)) w :=
    ((hasDerivAt_const w (1 : ℝ)).fun_div a h1).congr_deriv (by ring)
  have b' : HasDerivAt (fun x : ℝ => 1 / (x + 3 * V)) (-(1 / (w + 3 * V) ^ 2)) w :=
    ((hasDerivAt_const w (1 : ℝ)).fun_div b h2).congr_deriv (by ring)
  have c := (a'.fun_add b').const_mul (U ^ 2 / 8)
  exact c.congr_deriv (by ring)

/-- For nonzero hybridisation the slope of the self-energy at zero frequency is
`-U² / (36 V²)`. -/
theorem selfEnergy_slope_zero (U : ℝ) {V : ℝ} (hV : V ≠ 0) :
    HasDerivAt (selfEnergy U V) (-(U ^ 2 / (36 * V ^ 2))) 0 := by
  have h := selfEnergy_hasDerivAt U V 0
    (by intro h; apply hV; linarith) (by intro h; apply hV; linarith)
  exact h.congr_deriv (by ring)

/-- For nonzero hybridisation the quasiparticle weight is
`1 / (1 + U²/(36 V²)) = 36 V² / (36 V² + U²)`. -/
theorem qpWeight_eq (U : ℝ) {V : ℝ} (hV : V ≠ 0) :
    qpWeight U V = 1 / (1 + U ^ 2 / (36 * V ^ 2)) ∧
      qpWeight U V = 36 * V ^ 2 / (36 * V ^ 2 + U ^ 2) := by
  unfold qpWeight
  rw [(selfEnergy_slope_zero U hV).deriv]
  constructor
  · rw [sub_neg_eq_add]
  · have hne : 36 * V ^ 2 ≠ 0 := by positivity
    have e : 1 - -(U ^ 2 / (36 * V ^ 2)) = (36 * V ^ 2 + U ^ 2) / (36 * V ^ 2) := by
      rw [add_div, div_self hne]
      ring
    rw [e, one_div_div]

/-- A nonzero hybridisation is self-consistent exactly when `V² = M - U²/36`. -/
theorem selfConsistent_iff (U M : ℝ) {V : ℝ} (hV : V ≠ 0) :
    SelfConsistent U M V ↔ V ^ 2 = M - U ^ 2 / 36 := by
  have hV2 : 0 < V ^ 2 := by positivity
  have hD : 0 < 36 * V ^ 2 + U ^ 2 := by linarith [sq_nonneg U]
  unfold SelfConsistent
  rw [(qpWeight_eq U hV).2, div_mul_eq_mul_div, eq_div_iff hD.ne']
  constructor
  · intro h
    -- cancel the common factor V²
    have h0 : V ^ 2 * (36 * V ^ 2 + U ^ 2 - 36 * M) = 0 := by linear_combination h
    rcases mul_eq_zero.mp h0 with h1 | h1
    · exact absurd h1 hV2.ne'
    · linarith
  · intro h
    linear_combination 36 * V ^ 2 * h

/-- A positive self-consistent hybridisation exists exactly when `U² < 36 M`; any such
solution has `M > 0`, `V = √(M - U²/36)` and `z = 1 - U²/(36 M)`. -/
theorem mott_transition (U M : ℝ) :
    ((∃ V, 0 < V ∧ SelfConsistent U M V) ↔ U ^ 2 < 36 * M) ∧
      ∀ V, 0 < V → SelfConsistent U M V →
        0 < M ∧ V = Real.sqrt (M - U ^ 2 / 36) ∧ qpWeight U V = 1 - U ^ 2 / (36 * M) := by
  refine ⟨⟨?_, ?_⟩, ?_⟩
  · rintro ⟨V, hV, h⟩
    have h' := (selfConsistent_iff U M hV.ne').mp h
    linarith [pow_pos hV 2]
  · intro h
    have hp : 0 < M - U ^ 2 / 36 := by linarith
    refine ⟨Real.sqrt (M - U ^ 2 / 36), Real.sqrt_pos.mpr hp, ?_⟩
    rw [selfConsistent_iff U M (Real.sqrt_pos.mpr hp).ne']
    exact Real.sq_sqrt hp.le
  · intro V hV h
    have h' := (selfConsistent_iff U M hV.ne').mp h
    have h0 : V ^ 2 = qpWeight U V * M := h
    have hM : 0 < M := by linarith [pow_pos hV 2, sq_nonneg U]
    refine ⟨hM, ?_, ?_⟩
    · rw [← h', Real.sqrt_sq hV.le]
    · -- z = V² / M
      have hi : M * M⁻¹ = 1 := mul_inv_cancel₀ hM.ne'
      linear_combination M⁻¹ * (h' - h0) - (qpWeight U V - 1) * hi

/-- With `M = Uc² / 36` and `Uc > 0`, a positive self-consistent hybridisation exists
exactly when `|U| < Uc`, and then `z = 1 - (U / Uc)²`. -/
theorem mott_transition_critical (U : ℝ) {Uc : ℝ} (hc : 0 < Uc) :
    ((∃ V, 0 < V ∧ SelfConsistent U (Uc ^ 2 / 36) V) ↔ |U| < Uc) ∧
      ∀ V, 0 < V → SelfConsistent U (Uc ^ 2 / 36) V → qpWeight U V = 1 - (U / Uc) ^ 2 := by
  obtain ⟨h1, h2⟩ := mott_transition U (Uc ^ 2 / 36)
  have e : 36 * (Uc ^ 2 / 36) = Uc ^ 2 := by ring
  constructor
  · rw [h1, e, sq_lt_sq, abs_of_pos hc]
  · intro V hV h
    rw [(h2 V hV h).2.2, e, div_pow]

/-- For `M > 0` and `V > 0` the updated hybridisation `V'` is positive and obeys
`1/V'² = 1/M + (U²/(36 M)) (1/V²)`. -/
theorem dmftStep_spec (U : ℝ) {M V : ℝ} (hM : 0 < M) (hV : 0 < V) :
    0 < dmftStep U M V ∧
      1 / dmftStep U M V ^ 2 = 1 / M + U ^ 2 / (36 * M) * (1 / V ^ 2) := by
  have hz := (qpWeight_eq U hV.ne').2
  have hpos : 0 < qpWeight U V * M := by
    rw [hz]
    positivity
  refine ⟨Real.sqrt_pos.mpr hpos, ?_⟩
  have hD : 36 * V ^ 2 + U ^ 2 ≠ 0 := by positivity
  have hV' := hV.ne'
  have hM' := hM.ne'
  unfold dmftStep
  rw [Real.sq_sqrt hpos.le, hz]
  field_simp

/-- For `M > 0` and a positive start, the hybridisation stays positive along the
iteration. -/
theorem hybSeq_pos (U : ℝ) {M V₀ : ℝ} (hM : 0 < M) (hV : 0 < V₀) (n : ℕ) :
    0 < hybSeq U M V₀ n := by
  induction n with
  | zero => exact hV
  | succ n ih => exact (dmftStep_spec U hM ih).1

/-- For `U² < 36 M` the iteration converges to `√(M - U²/36)` from every positive start. -/
theorem hybSeq_tendsto_metal {U M V₀ : ℝ} (hU : U ^ 2 < 36 * M) (hV : 0 < V₀) :
    Tendsto (hybSeq U M V₀) atTop (𝓝 (Real.sqrt (M - U ^ 2 / 36))) := by
  have hM : 0 < M := by linarith [sq_nonneg U]
  obtain ⟨x, hx⟩ : ∃ x, x = M - U ^ 2 / 36 := ⟨_, rfl⟩
  obtain ⟨r, hr⟩ : ∃ r, r = U ^ 2 / (36 * M) := ⟨_, rfl⟩
  have hxpos : 0 < x := by linarith
  have hr0 : 0 ≤ r := by
    rw [hr]
    positivity
  have hr1 : r < 1 := by
    rw [hr, div_lt_one (by positivity)]
    exact hU
  -- 1/x is the fixed point of the affine recursion for 1/V²
  have hfix : 1 / x = 1 / M + r * (1 / x) := by
    have hi : M * M⁻¹ = 1 := mul_inv_cancel₀ hM.ne'
    have hj : x * x⁻¹ = 1 := mul_inv_cancel₀ hxpos.ne'
    rw [hr]
    linear_combination (-(M⁻¹ * x⁻¹)) * hx + M⁻¹ * hj - x⁻¹ * hi
  have h0 : hybSeq U M V₀ 0 = V₀ := rfl
  have hs : ∀ n, hybSeq U M V₀ (n + 1) = dmftStep U M (hybSeq U M V₀ n) := fun _ => rfl
  -- the deviation from the fixed point shrinks by r at each step
  have hclosed : ∀ n : ℕ,
      1 / hybSeq U M V₀ n ^ 2 = 1 / x + r ^ n * (1 / V₀ ^ 2 - 1 / x) := by
    intro n
    induction n with
    | zero =>
      rw [h0]
      ring
    | succ n ih =>
      rw [hs, (dmftStep_spec U hM (hybSeq_pos U hM hV n)).2, ← hr, ih]
      linear_combination (-1 : ℝ) * hfix
  have h1 : Tendsto (fun n : ℕ => r ^ n) atTop (𝓝 0) :=
    tendsto_pow_atTop_nhds_zero_of_lt_one hr0 hr1
  have h2 : Tendsto (fun n : ℕ => 1 / x + r ^ n * (1 / V₀ ^ 2 - 1 / x)) atTop
      (𝓝 (1 / x + 0 * (1 / V₀ ^ 2 - 1 / x))) := (h1.mul_const _).const_add _
  rw [zero_mul, add_zero] at h2
  have hne : 1 / x ≠ 0 := by positivity
  have h3 := (h2.inv₀ hne).sqrt
  have e : (1 / x)⁻¹ = x := by simp
  rw [e] at h3
  have key : ∀ n : ℕ,
      Real.sqrt ((1 / x + r ^ n * (1 / V₀ ^ 2 - 1 / x))⁻¹) = hybSeq U M V₀ n := by
    intro n
    rw [← hclosed n, one_div, inv_inv, Real.sqrt_sq (hybSeq_pos U hM hV n).le]
  rw [← hx]
  exact h3.congr key

/-- For `M > 0` and `U² ≥ 36 M` the iteration converges to zero hybridisation from every
positive start. -/
theorem hybSeq_tendsto_insulator {U M V₀ : ℝ} (hM : 0 < M) (hU : 36 * M ≤ U ^ 2)
    (hV : 0 < V₀) : Tendsto (hybSeq U M V₀) atTop (𝓝 0) := by
  have hs : ∀ n, hybSeq U M V₀ (n + 1) = dmftStep U M (hybSeq U M V₀ n) := fun _ => rfl
  have hr : 1 ≤ U ^ 2 / (36 * M) := by
    rw [le_div_iff₀ (by positivity)]
    linarith
  -- 1/V² grows by at least 1/M at each step
  have bound : ∀ n : ℕ, (n : ℝ) / M ≤ 1 / hybSeq U M V₀ n ^ 2 := by
    intro n
    induction n with
    | zero =>
      rw [Nat.cast_zero, zero_div]
      positivity
    | succ n ih =>
      have hy : 0 ≤ 1 / hybSeq U M V₀ n ^ 2 := by positivity
      have hgrow := mul_le_mul_of_nonneg_right hr hy
      have e : ((n + 1 : ℕ) : ℝ) / M = (n : ℝ) / M + 1 / M := by
        push_cast
        ring
      rw [hs, (dmftStep_spec U hM (hybSeq_pos U hM hV n)).2, e]
      linarith
  have h1 : Tendsto (fun n : ℕ => (n : ℝ) / M) atTop atTop :=
    tendsto_natCast_atTop_atTop.atTop_div_const hM
  have h2 : Tendsto (fun n : ℕ => 1 / hybSeq U M V₀ n ^ 2) atTop atTop :=
    tendsto_atTop_mono bound h1
  have h3 : Tendsto (fun n : ℕ => (1 / hybSeq U M V₀ n ^ 2)⁻¹) atTop (𝓝 0) :=
    tendsto_inv_atTop_zero.comp h2
  have h4 := h3.sqrt
  rw [Real.sqrt_zero] at h4
  have key : ∀ n : ℕ, Real.sqrt ((1 / hybSeq U M V₀ n ^ 2)⁻¹) = hybSeq U M V₀ n := by
    intro n
    rw [one_div, inv_inv, Real.sqrt_sq (hybSeq_pos U hM hV n).le]
  exact h4.congr key

end

end TwoSiteDMFT
```

```lean
#print axioms TwoSiteDMFT.mott_transition_critical
#print axioms TwoSiteDMFT.hybSeq_tendsto_metal
#print axioms TwoSiteDMFT.hybSeq_tendsto_insulator
```

```
'TwoSiteDMFT.mott_transition_critical' depends on axioms: [propext, Classical.choice, Quot.sound]
'TwoSiteDMFT.hybSeq_tendsto_metal' depends on axioms: [propext, Classical.choice, Quot.sound]
'TwoSiteDMFT.hybSeq_tendsto_insulator' depends on axioms: [propext, Classical.choice, Quot.sound]
```

### The statements read in words

`selfEnergy_hasDerivAt` says that for all real $U$, $V$ and $\omega$ with $\omega - 3V \neq 0$ and $\omega + 3V \neq 0$, the function $\Sigma$ is differentiable at $\omega$ with the derivative found above. `selfEnergy_slope_zero` is the case $\omega = 0$ for $V \neq 0$, and `qpWeight_eq` gives both closed forms of $z$ under the same hypothesis. These two and `selfConsistent_iff` ask only for `V ≠ 0`, so they cover negative $V$ as well as the positive $V$ of the question.

`mott_transition` takes arbitrary real `U` and `M` and has two parts. The first is the equivalence of `∃ V, 0 < V ∧ SelfConsistent U M V` with `U ^ 2 < 36 * M`. The second says that every positive self-consistent $V$ satisfies `0 < M`, equals `Real.sqrt (M - U ^ 2 / 36)`, and has weight `1 - U ^ 2 / (36 * M)`. For $M \le 0$ both sides of the equivalence are false, so the statement is slightly more general than the one asked for. `mott_transition_critical` is the same result with `Uc ^ 2 / 36` in place of `M` under `hc : 0 < Uc`; its second part records only the value of $z$.

`dmftStep_spec` states positivity of the updated value and the affine relation for $1/V^2$, and `hybSeq_pos` states that all iterates are positive, both for $M > 0$. In the last two theorems `Tendsto (hybSeq U M V₀) atTop (𝓝 0)` and its counterpart mean ordinary convergence of the sequence as $n \to \infty$. `hybSeq_tendsto_metal` assumes $U^2 < 36M$ and $V_0 > 0$ and gives the limit $\sqrt{M-U^2/36}$, which by `mott_transition` is the value any positive self-consistent hybridisation must take. `hybSeq_tendsto_insulator` assumes $M > 0$, $36M \le U^2$ and $V_0 > 0$ and gives the limit $0$. For $M > 0$ the two hypotheses on $U$ exhaust all cases. The words metal and insulator are labels for a positive and a vanishing limit; no conductivity or gap is defined. The two statements give limits only: the geometric law `hclosed` and the linear estimate `bound` are steps inside the proofs and are not part of what the theorems state.

### How the proofs follow the hand calculation

In `selfEnergy_hasDerivAt` the facts `a` and `b` say that $x \mp 3V$ has derivative $1$. The quotient rule `fun_div`, applied to the constant numerator $1$, gives `a'` and `b'`, and it is here that `h1` and `h2` are used. Then `fun_add` and `const_mul` assemble $\Sigma'$, and `congr_deriv` with `ring` brings the result to the stated form. `selfEnergy_slope_zero` sets $\omega = 0$, derives the two pole conditions from `hV`, and lets `ring` combine the two equal terms into $-U^2/(36V^2)$. `qpWeight_eq` replaces `deriv` by that value; the first form is immediate, and for the second, `e` writes $1+U^2/(36V^2)$ over the common denominator before `one_div_div` inverts the fraction.

In `selfConsistent_iff`, `hD` is positivity of $36V^2+U^2$ and `eq_div_iff` clears it. Going forwards, `h0` is the factorised equation, `mul_eq_zero` splits it, the branch $V^2 = 0$ contradicts `hV2`, and the other branch is rearranged by `linarith`. Going backwards, `linear_combination 36 * V ^ 2 * h` is the multiplication by $36V^2$.

`mott_transition` has three goals. Necessity combines $V^2 = M-U^2/36$ with $V^2 > 0$. Sufficiency exhibits the square root as witness and closes with `Real.sq_sqrt`. For the third goal, `hM` is $M = V^2+U^2/36 > 0$, `Real.sqrt_sq` takes the positive root, and the final `linear_combination` subtracts the two expressions `h'` and `h0` for $V^2$ and multiplies by $M^{-1}$, with `hi` supplying $MM^{-1} = 1$. `mott_transition_critical` substitutes $M = U_c^2/36$ and uses `sq_lt_sq` with `abs_of_pos hc` to pass from squares to $|U| < U_c$.

In `dmftStep_spec`, `hpos` is $zM > 0$, which gives both the positivity of the root and $V'^2 = zM$; `field_simp` then checks the inversion. `hybSeq_pos` is the induction on $n$.

`hybSeq_tendsto_metal` names `x` and `r`, proves `hr0` and `hr1` for $0 \le r < 1$, and proves the fixed-point equation as `hfix`. The induction `hclosed` is the closed form of $y_n$: the step inserts the recursion and the induction hypothesis, and what remains is `hfix` with a sign. Then `h1` is $r^n \to 0$, `h2` is $y_n \to 1/x$, `h3` applies inversion and the square root to the limit, and `key` identifies $\sqrt{1/y_n}$ with $V_n$ using positivity. `hybSeq_tendsto_insulator` proves `hr` for $r \ge 1$, and in the induction `bound` the fact `hgrow` is $y_n \le r\,y_n$. The facts `h1` to `h4` are the chain $n/M \to \infty$, $y_n \to \infty$ by comparison, $1/y_n \to 0$, and $\sqrt{1/y_n} \to 0$, and `key` again returns to $V_n$.

### Remarks

The observations in this section are hand arguments that the file does not check.

The sign conditions cannot simply be removed. If $0 < V$ is weakened to $V \neq 0$ in the second part of `mott_transition`, the formula for $V$ fails: for $U = 0$ and $M = 1$ the value $V = -1$ satisfies $V^2 = M - U^2/36$ but is not $\sqrt{1}$. If `hc` is dropped, take $U_c = -6$ and $U = 0$: then $M = 1$ and $V = 1$ is a positive solution, while $|U| < U_c$ is false.

The point $V = 0$ needs care. With the rational form $z = 36V^2/(36V^2+U^2)$ and $U \neq 0$, it has $z = 0$ and solves $V^2 = zM$ for every $M$; this is the decoupled solution removed by cancelling $V^2$, and admitting it would make existence trivial. The Lean definition does not reproduce it: at $V = 0$ the poles merge at $\omega = 0$, `deriv` of a non-differentiable function returns $0$, and `qpWeight U 0` evaluates to $1$, which has no physical meaning. The theorems avoid this point through $V \neq 0$, $V > 0$ or $V_0 > 0$, and the limit $0$ in `hybSeq_tendsto_insulator` is not asserted to be a fixed point of `dmftStep`.

The slow drift described in the question can be read off the recursion. Below threshold the deviation of $1/V_n^2$ from its limit shrinks by the factor $r = 1 - z$ per step, where $z$ is the self-consistent weight, so from a fixed start the number of steps needed to reach a given small relative error in $V$ grows like $1/z$ as $U^2$ approaches $36M$ from below. At threshold $r = 1$ and $y_n = y_0 + n/M$ exactly, so a start at $V_0 = \sqrt M$ gives $V_n = \sqrt{M/(n+1)}$, still one hundredth of $\sqrt M$ after about ten thousand steps. A step-size tolerance stops such a run at a positive $V$ although the limit is zero, and comparing $U^2$ with $36M$ decides the case without iterating.

For a semicircular density of states of half-width $D$ the second moment is $D^2/4$, so the threshold of this one-bath-site scheme is $U_c = 6\sqrt M = 3D$. Nothing in the theorems relates this number to the critical interaction obtained with a continuous bath, and finite temperature, doping away from particle-hole symmetry, magnetic order and baths with more sites are not treated.
